# A Trotter step error of order p + 1 in the step length gives a total error of order 1/r^p

To choose the number \(r\) of Trotter steps for a simulation of length \(t\), one can take a bound on the error of a single step and ask how large the error can be after \(r\) of them. The file below shows that errors of unitary steps at most add, which turns a one-step bound into a step count.

In Lean 4 with Mathlib:

```lean
import Mathlib

open Filter Topology

namespace TrotterErrorAccumulation

noncomputable section

/- `A` is an algebra of operators whose norm obeys the C*-identity, for instance complex
matrices with the operator norm, or bounded operators on a Hilbert space. -/
variable {A : Type*} [NormedRing A] [StarRing A] [CStarRing A]

/-- The time-ordered product of the first `r` gates `U 0, U 1, ...`, with later gates
on the left. -/
def circuit (U : ℕ → unitary A) : ℕ → unitary A
  | 0 => 1
  | r + 1 => U r * circuit U r

/-- When two unitary gates are applied in succession, their errors at most add. -/
theorem two_gate_error (U U' V V' : unitary A) :
    ‖((U' * U : unitary A) : A) - ((V' * V : unitary A) : A)‖
      ≤ ‖(U' : A) - (V' : A)‖ + ‖(U : A) - (V : A)‖ := by
  -- exchange one gate at a time
  have h : ((U' * U : unitary A) : A) - ((V' * V : unitary A) : A)
      = ((U' : A) - (V' : A)) * (U : A) + (V' : A) * ((U : A) - (V : A)) := by
    change (U' : A) * (U : A) - (V' : A) * (V : A) = _
    noncomm_ring
  rw [h]
  refine (norm_add_le _ _).trans_eq ?_
  -- multiplication by a unitary preserves the norm
  rw [CStarRing.norm_mul_coe_unitary, CStarRing.norm_coe_unitary_mul]

/-- The distance between two ordered products of unitaries is at most the sum of the
distances between corresponding gates. -/
theorem circuit_error (U V : ℕ → unitary A) (r : ℕ) :
    ‖(circuit U r : A) - (circuit V r : A)‖
      ≤ ∑ j ∈ Finset.range r, ‖(U j : A) - (V j : A)‖ := by
  induction r with
  | zero => simp [circuit]
  | succ r ih =>
    have h := two_gate_error (circuit U r) (U r) (circuit V r) (V r)
    rw [Finset.sum_range_succ]
    simp only [circuit]
    linarith

/-- Repeating a unitary step `r` times multiplies its error by at most `r`. -/
theorem repeated_step_error (U V : unitary A) (r : ℕ) :
    ‖((U ^ r : unitary A) : A) - ((V ^ r : unitary A) : A)‖
      ≤ r * ‖(U : A) - (V : A)‖ := by
  have hc : ∀ W : unitary A, circuit (fun _ => W) r = W ^ r := by
    intro W
    induction r with
    | zero => simp [circuit]
    | succ r ih => rw [circuit, ih, pow_succ']
  have h := circuit_error (fun _ => U) (fun _ => V) r
  rw [hc, hc, Finset.sum_const, Finset.card_range, nsmul_eq_mul] at h
  exact h

omit [CStarRing A] in
/-- Evolution for time `t` under a one-parameter unitary group is `r` successive
evolutions for time `t / r`, for `r` nonzero. -/
theorem evolution_eq_pow (U : ℝ → unitary A) (hU : ∀ s t, U (s + t) = U s * U t)
    (t : ℝ) {r : ℕ} (hr : r ≠ 0) : U t = U (t / r) ^ r := by
  have h0 : U 0 = 1 :=
    mul_left_cancel (a := U 0) (by rw [← hU, add_zero, mul_one])
  have h : ∀ (n : ℕ) (s : ℝ), U (n * s) = U s ^ n := by
    intro n s
    induction n with
    | zero => rw [Nat.cast_zero, zero_mul, pow_zero, h0]
    | succ n ih =>
      rw [pow_succ, ← ih, ← hU]
      congr 1
      push_cast
      ring
  have hr' : (r : ℝ) ≠ 0 := Nat.cast_ne_zero.2 hr
  have ht : (r : ℝ) * (t / r) = t := by field_simp
  rw [← h, ht]

/-- If one step of length `t / r` has error at most `C (|t| / r) ^ (p + 1)`, then `r` steps
approximate the evolution for time `t` with error at most `C |t| ^ (p + 1) / r ^ p`. -/
theorem trotter_global_error (U S : ℝ → unitary A)
    (hU : ∀ s t, U (s + t) = U s * U t) {C t : ℝ} {p r : ℕ} (hr : r ≠ 0)
    (hstep : ‖(S (t / r) : A) - (U (t / r) : A)‖ ≤ C * (|t| / r) ^ (p + 1)) :
    ‖((S (t / r) ^ r : unitary A) : A) - (U t : A)‖ ≤ C * |t| ^ (p + 1) / r ^ p := by
  have hr' : (r : ℝ) ≠ 0 := Nat.cast_ne_zero.2 hr
  rw [evolution_eq_pow U hU t hr]
  calc _ ≤ r * ‖(S (t / r) : A) - (U (t / r) : A)‖ := repeated_step_error _ _ r
    _ ≤ r * (C * (|t| / r) ^ (p + 1)) := by gcongr
    _ = C * |t| ^ (p + 1) / r ^ p := by
      rw [div_pow, pow_succ (r : ℝ) p]
      field_simp

/-- A unitary step formula of order `p ≥ 1`, accurate for short times, converges in norm
to the exact evolution as the number of steps grows. -/
theorem trotter_convergence (U S : ℝ → unitary A)
    (hU : ∀ s t, U (s + t) = U s * U t) {C δ : ℝ} {p : ℕ} (hp : p ≠ 0) (hδ : 0 < δ)
    (hstep : ∀ s, |s| ≤ δ → ‖(S s : A) - (U s : A)‖ ≤ C * |s| ^ (p + 1)) (t : ℝ) :
    Tendsto (fun r : ℕ => ((S (t / r) ^ r : unitary A) : A)) atTop (𝓝 (U t : A)) := by
  rw [tendsto_iff_norm_sub_tendsto_zero]
  have hlim : Tendsto (fun r : ℕ => C * |t| ^ (p + 1) / (r : ℝ) ^ p) atTop (𝓝 0) :=
    ((tendsto_pow_atTop hp).comp tendsto_natCast_atTop_atTop).const_div_atTop _
  -- the step length eventually enters the range where the formula is accurate
  have hsmall := (tendsto_const_div_atTop_nhds_zero_nat t).abs
  rw [abs_zero] at hsmall
  refine squeeze_zero' (Eventually.of_forall fun _ => norm_nonneg _) ?_ hlim
  filter_upwards [hsmall.eventually_lt_const hδ, eventually_ne_atTop 0] with r h1 h2
  apply trotter_global_error U S hU h2
  have h3 := hstep _ h1.le
  rwa [abs_div, Nat.abs_cast] at h3

/-- The phase factor `exp (i θ)` as a unitary on a one-dimensional state space. -/
def phase (θ : ℝ) : unitary ℂ :=
  ⟨Complex.exp (θ * Complex.I), by
    have h : star (Complex.exp (θ * Complex.I)) * Complex.exp (θ * Complex.I) = 1 := by
      rw [Complex.star_def, ← Complex.exp_conj, ← Complex.exp_add]
      simp
    exact Unitary.mem_iff.2 ⟨h, by rw [mul_comm]; exact h⟩⟩

/-- An approximate step for the evolution `phase s`, with phase error `s ^ (p + 1)`. -/
def driftStep (p : ℕ) (s : ℝ) : unitary ℂ := phase (s + s ^ (p + 1))

/-- Phases add when phase factors are multiplied. -/
theorem phase_add (a b : ℝ) : phase (a + b) = phase a * phase b := by
  apply Subtype.ext
  change Complex.exp (((a + b : ℝ) : ℂ) * Complex.I)
    = Complex.exp (a * Complex.I) * Complex.exp (b * Complex.I)
  rw [← Complex.exp_add]
  congr 1
  push_cast
  ring

/-- A phase error `x` moves a phase factor by at most `|x|`, and by at least `x / 2`
when `x` lies between zero and one. -/
theorem phase_shift_bounds (b x : ℝ) :
    ‖(phase (b + x) : ℂ) - (phase b : ℂ)‖ ≤ |x| ∧
      (0 ≤ x → x ≤ 1 → x / 2 ≤ ‖(phase (b + x) : ℂ) - (phase b : ℂ)‖) := by
  have h : (phase (b + x) : ℂ) - (phase b : ℂ)
      = (phase b : ℂ) * (Complex.exp (x * Complex.I) - 1) := by
    rw [phase_add, mul_sub, mul_one]
    rfl
  rw [h, CStarRing.norm_coe_unitary_mul]
  constructor
  · apply (sq_le_sq₀ (norm_nonneg _) (abs_nonneg _)).1
    rw [sq_abs, Complex.sq_norm, Complex.normSq_apply]
    simp only [Complex.sub_re, Complex.sub_im, Complex.exp_ofReal_mul_I_re,
      Complex.exp_ofReal_mul_I_im, Complex.one_re, Complex.one_im]
    nlinarith [Real.one_sub_sq_div_two_le_cos (x := x), Real.sin_sq_add_cos_sq x]
  · intro h0 h1
    -- the imaginary part alone is sin x, which is at least 2 x / π
    have him := Complex.abs_im_le_norm (Complex.exp (x * Complex.I) - 1)
    rw [Complex.sub_im, Complex.exp_ofReal_mul_I_im, Complex.one_im, sub_zero] at him
    have hsin := Real.mul_le_sin h0 (by linarith [Real.pi_gt_three])
    have hpi : (1 : ℝ) / 2 ≤ 2 / Real.pi := by
      rw [div_le_div_iff₀ (by norm_num) Real.pi_pos]
      linarith [Real.pi_le_four]
    have hmul := mul_le_mul_of_nonneg_right hpi h0
    linarith [le_abs_self (Real.sin x)]

/-- The evolution `phase` and the step `driftStep p` satisfy the group law and the one-step
error bound of order `p` with `C = 1`. -/
theorem trotter_global_error_witness (p : ℕ) :
    (∀ s t, phase (s + t) = phase s * phase t) ∧
      ∀ s, ‖(driftStep p s : ℂ) - (phase s : ℂ)‖ ≤ 1 * |s| ^ (p + 1) := by
  refine ⟨phase_add, fun s => ?_⟩
  rw [one_mul, ← abs_pow]
  exact (phase_shift_bounds s (s ^ (p + 1))).1

/-- For `driftStep p` the error after `r` steps is at least half of `t ^ (p + 1) / r ^ p`,
whenever `t ≥ 0`, `r` is nonzero and this quantity is at most one. -/
theorem trotter_rate_sharp {p r : ℕ} (hr : r ≠ 0) {t : ℝ} (ht : 0 ≤ t)
    (hsmall : t ^ (p + 1) / (r : ℝ) ^ p ≤ 1) :
    t ^ (p + 1) / (r : ℝ) ^ p / 2
      ≤ ‖((driftStep p (t / r) ^ r : unitary ℂ) : ℂ) - (phase t : ℂ)‖ := by
  have hr' : (r : ℝ) ≠ 0 := Nat.cast_ne_zero.2 hr
  -- the phase errors of the single steps add up coherently
  have harg : t / r + (t / r) ^ (p + 1) = (t + t ^ (p + 1) / (r : ℝ) ^ p) / r := by
    rw [div_pow, pow_succ (r : ℝ) p]
    field_simp
  have htotal : driftStep p (t / r) ^ r = phase (t + t ^ (p + 1) / (r : ℝ) ^ p) := by
    rw [driftStep, harg]
    exact (evolution_eq_pow phase phase_add _ hr).symm
  rw [htotal]
  exact (phase_shift_bounds t _).2 (by positivity) hsmall

end

end TrotterErrorAccumulation
```

```lean
#print axioms TrotterErrorAccumulation.trotter_global_error
-- 'TrotterErrorAccumulation.trotter_global_error' depends on axioms: [propext, Classical.choice, Quot.sound]
#print axioms TrotterErrorAccumulation.trotter_convergence
-- 'TrotterErrorAccumulation.trotter_convergence' depends on axioms: [propext, Classical.choice, Quot.sound]
#print axioms TrotterErrorAccumulation.trotter_rate_sharp
-- 'TrotterErrorAccumulation.trotter_rate_sharp' depends on axioms: [propext, Classical.choice, Quot.sound]
```

## From one step to the whole evolution

Let \(U_0,\dots,U_{r-1}\) and \(V_0,\dots,V_{r-1}\) be unitary gates, with later gates multiplied on the left. `circuit_error` states

\[
\|U_{r-1}\cdots U_0-V_{r-1}\cdots V_0\|\le\sum_{j=0}^{r-1}\|U_j-V_j\|.
\]

Now let \(U(t)\) be the exact evolution and \(S(s)\) a unitary approximation to a step of length \(s\). For \(r\ne0\), `trotter_global_error` says that

\[
\|S(t/r)-U(t/r)\|\le C(|t|/r)^{p+1}
\;\Longrightarrow\;
\|S(t/r)^r-U(t)\|\le \frac{C|t|^{p+1}}{r^p}.
\]

For \(p\ge1\) and \(C\ge0\), a target error \(\varepsilon>0\) is therefore met once \(r^p\ge C|t|^{p+1}/\varepsilon\), provided that the one-step bound holds at the chosen step length.

## What the operators and the constant stand for

The type `A` is a normed ring with an adjoint and the C*-identity \(\|a^*a\|=\|a\|^2\). Complex matrices with the operator norm are the finite-dimensional case, and in that norm the bound controls the output-state error for every normalised input. Elements of `unitary A` are the gates, and `circuit U r` is the product of the first \(r\).

The exact evolution enters only through its group law, `hU`, which holds when the Hamiltonian does not depend on time. The Hamiltonian itself does not appear, and the one-step bound `hstep` is assumed. For a product formula of order \(p\ge1\) with bounded Hamiltonian terms, \(C\) can be taken as a factor depending on the formula times a sum of norms of commutators of those terms, nested when \(p\ge2\). `trotter_convergence` thus derives convergence from a local error estimate, whereas Trotter's product formula starts from the generators themselves.

In quantum simulation of electronic structure in a finite basis, the theorem converts such a commutator estimate into a sufficient number of steps, for exactly unitary gates without hardware noise.

## Exchanging one gate at a time

For two gates, add and subtract \(V'U\):

\[
U'U-V'V=(U'-V')U+V'(U-V).
\]

The triangle inequality and unitary invariance of the norm give \(\|U'-V'\|+\|U-V\|\). This is `two_gate_error`, where `noncomm_ring` checks the identity without commuting any factors. Induction on \(r\) then gives `circuit_error`: the empty products agree, and each new gate adds one term. Equal gates give `repeated_step_error`, with the factor \(r\).

The group law gives \(U(0)=U(0)U(0)\), hence \(U(0)=1\), and by induction \(U(ns)=U(s)^n\). With \(s=t/r\) this is `evolution_eq_pow`, \(U(t)=U(t/r)^r\). Consequently

\[
\|S(t/r)^r-U(t/r)^r\|\le r\,C\left(\frac{|t|}{r}\right)^{p+1}=\frac{C|t|^{p+1}}{r^p}.
\]

If the one-step bound holds for \(|s|\le\delta\), with \(\delta>0\), then \(|t|/r\) eventually enters that range. For \(p\ge1\) the right-hand side tends to zero, and `squeeze_zero'` gives convergence.

## Unitarity carried by the type

The argument turns on `CStarRing.norm_coe_unitary_mul` and its right-handed companion `CStarRing.norm_mul_coe_unitary`. For unitary \(W\),

\[
\|Wa\|^2=\|a^*W^*Wa\|=\|a^*a\|=\|a\|^2,
\]

and taking adjoints gives \(\|aW\|=\|a\|\). Since an element of `unitary A` carries its proof of unitarity, both lemmas rewrite the norm with no side condition.

Gates could also be modelled as operators of norm at most one. The same splitting would give the same sum by submultiplicativity, and would include imaginary-time steps \(e^{-\tau H}\) with \(H\ge0\) and \(\tau\ge0\).

## A phase error that adds coherently

The power of \(r\) is the best possible under these hypotheses. Take \(U(s)=e^{is}\) and \(S(s)=e^{i(s+s^{p+1})}\), which are `phase` and `driftStep`. Since \(|e^{ix}-1|^2=2-2\cos x\le x^2\), the one-step bound holds with \(C=1\).

After \(r\) steps the phase is \(t+x\), with \(x=t^{p+1}/r^p\). For \(t\ge0\) and \(x\le1\),

\[
|e^{i(t+x)}-e^{it}|=|e^{ix}-1|\ge\sin x\ge\frac{2x}{\pi}\ge\frac{x}{2},
\]

which is `trotter_rate_sharp`. On a one-dimensional state space this phase error is global and cannot be observed. It becomes a relative phase in a two-level system with \(U(s)=\mathrm{diag}(1,e^{is})\) and \(S(s)=\mathrm{diag}(1,e^{i(s+s^{p+1})})\), where the operator-norm errors are the same. For \(p\ge1\) this \(S\) is a model step and not a product formula, so the example shows only that the bound cannot be improved from its hypotheses alone. A particular splitting can do better, for instance when its terms commute.
